# The mean electron repulsion in the Hooke-atom state $(1+r/2)\,e^{-r^2/8}$ is $(4+2\sqrt\pi)/(8+5\sqrt\pi)$ hartree

One way to check a program that computes the electron repulsion energy of a correlated two-electron wavefunction is to run it on a state whose repulsion is known in closed form and compare the two numbers. Two electrons in a harmonic trap with force constant $1/4$ in atomic units supply such a state, in which $(1+r/2)\,e^{-r^2/8}$ is the factor that depends on their distance $r$. Its repulsion energy is about 0.4474 hartree, and the closed form gives as many further digits as the comparison needs.

## The trap, the wavefunction and the mean

```lean
import Mathlib

open MeasureTheory Set Real

namespace HookeAtom

noncomputable section
```

The Hooke atom is a pair of electrons that repel each other by the Coulomb force and are held by a harmonic trap instead of a nucleus. In atomic units, with force constant $1/4$, its Hamiltonian is
$$-\tfrac12\nabla_1^2-\tfrac12\nabla_2^2+\tfrac18\,(r_1^2+r_2^2)+\frac1{|\mathbf r_1-\mathbf r_2|}.$$
With $\mathbf r=\mathbf r_1-\mathbf r_2$ and $\mathbf R=(\mathbf r_1+\mathbf r_2)/2$ it separates. The relative part is $-\nabla_r^2+r^2/16+1/r$, where $r=|\mathbf r|$. The repulsion depends on $r$ alone, so a normalised centre-of-mass factor integrates to one. In the lowest centre-of-mass state this factor is proportional to $e^{-|\mathbf R|^2/2}$, and the full spatial wavefunction, which a program would be given, is proportional to $(1+r/2)\,e^{-(r_1^2+r_2^2)/4}$. The Lean file starts from the relative motion; the separation and the electron spin are not part of it.

```lean
/-- The relative-motion function `(1 + r/2) exp(-r²/8)` of the two electrons, not normalised. -/
def u (r : ℝ) : ℝ := (1 + r / 2) * exp (-r ^ 2 / 8)
```

A `def` introduces a name. Here `u` is the function
$$u(r)=\left(1+\frac r2\right)e^{-r^2/8},$$
defined for every real $r$, although only $r>0$ is a distance. It is not normalised. The normalised function in three dimensions is $u/\sqrt{4\pi(8+5\sqrt\pi)}$, by the norm integral computed below.

```lean
/-- The radial Hamiltonian of the relative motion for zero angular momentum, in atomic units, with
trap force constant 1/4. The formula has this meaning at distances `r > 0`, for `f` twice
differentiable there. -/
def radialHamiltonian (f : ℝ → ℝ) (r : ℝ) : ℝ :=
  -deriv (deriv f) r - 2 / r * deriv f r + (r ^ 2 / 16 + 1 / r) * f r
```

For a function $f$ of the distance alone, the relative Hamiltonian becomes
$$(Hf)(r)=-f''(r)-\frac2r f'(r)+\left(\frac{r^2}{16}+\frac1r\right)f(r).$$
In Lean, `deriv f` is the function $f'$, and `deriv (deriv f)` is $f''$. The kinetic term has coefficient 1 instead of $1/2$ because the reduced mass of two electrons is $1/2$.

```lean
/-- The mean of a radial observable `f` in the state `u`, with the volume weight `r²`. -/
def radialMean (f : ℝ → ℝ) : ℝ :=
  (∫ r in Ioi (0 : ℝ), f r * (r ^ 2 * u r ^ 2)) / ∫ r in Ioi (0 : ℝ), r ^ 2 * u r ^ 2
```

The set `Ioi 0` is the open half-line $(0,\infty)$, so this definition reads
$$\langle f\rangle=\frac{\int_0^\infty f(r)\,r^2u(r)^2\,dr}{\int_0^\infty r^2u(r)^2\,dr}.$$
The angular factor $4\pi$ cancels, and the denominator takes care of the normalisation. Lean assigns the value 0 to an integral that does not converge absolutely, so the quotient is a mean only for observables with an absolutely convergent numerator, as $1/r$ and $r^2$ have.

```lean
/-- The half-line moment of order `n` of the Gaussian `exp(-r²/4)`. -/
def moment (n : ℕ) : ℝ := ∫ r in Ioi (0 : ℝ), r ^ n * exp (-(1 / 4) * r ^ 2)
```

All the integrals will be built from the Gaussian moments
$$M_n=\int_0^\infty r^n e^{-r^2/4}\,dr,\qquad n=0,1,2,\dots$$

## An eigenfunction with relative energy 5/4

```lean
/-- At every positive distance, `u` satisfies the radial Schrödinger equation with
relative energy 5/4. -/
theorem schrodinger_equation {r : ℝ} (hr : 0 < r) :
    radialHamiltonian u r = 5 / 4 * u r := by
  have hsq (x : ℝ) : HasDerivAt (fun y : ℝ => y ^ 2) (2 * x) x := by
    simpa using hasDerivAt_pow 2 x
  have hg (x : ℝ) : HasDerivAt (fun y : ℝ => exp (-y ^ 2 / 8))
      (exp (-x ^ 2 / 8) * (-(2 * x) / 8)) x := by
    have h : HasDerivAt (fun y : ℝ => -y ^ 2 / 8) (-(2 * x) / 8) x :=
      (hsq x).fun_neg.div_const 8
    exact h.exp
  -- first derivative of u
  have d1 : deriv u = fun x => (1 / 2 - x / 4 - x ^ 2 / 8) * exp (-x ^ 2 / 8) := by
    funext x
    have hp : HasDerivAt (fun y : ℝ => 1 + y / 2) (1 / 2) x :=
      ((hasDerivAt_id' x).div_const 2).const_add 1
    have h : HasDerivAt u ((1 / 2 - x / 4 - x ^ 2 / 8) * exp (-x ^ 2 / 8)) x :=
      (hp.fun_mul (hg x)).congr_deriv (by ring)
    exact h.deriv
  -- second derivative of u
  have hq : HasDerivAt (fun y : ℝ => 1 / 2 - y / 4 - y ^ 2 / 8) (-(1 / 4) - 2 * r / 8) r :=
    (((hasDerivAt_id' r).div_const 4).const_sub (1 / 2)).fun_sub ((hsq r).div_const 8)
  have d2 := (hq.fun_mul (hg r)).deriv
  unfold radialHamiltonian
  rw [d1, d2]
  simp only [u]
  generalize exp (-r ^ 2 / 8) = E
  have hr0 : r ≠ 0 := hr.ne'
  field_simp
  ring
```

A `theorem` has its statement before `:= by` and its proof after it. This one says that $(Hu)(r)=\tfrac54u(r)$ for every $r>0$, where `hr` is the hypothesis $r>0$. It ties $u$ to the trap, but it does not say that $5/4$ is the lowest relative energy.

By hand, write $g=e^{-r^2/8}$, so that $g'=-\tfrac r4g$. Then
$$u'=\left(\frac12-\frac r4-\frac{r^2}8\right)g,\qquad u''=\left(-\frac14-\frac{3r}8+\frac{r^2}{16}+\frac{r^3}{32}\right)g.$$
The three parts of $Hu$ are
$$-u''=\left(\frac14+\frac{3r}8-\frac{r^2}{16}-\frac{r^3}{32}\right)g,\qquad -\frac2ru'=\left(-\frac1r+\frac12+\frac r4\right)g,$$
$$\left(\frac{r^2}{16}+\frac1r\right)u=\left(\frac{r^2}{16}+\frac{r^3}{32}+\frac1r+\frac12\right)g.$$
In the sum the terms in $1/r$, $r^2$ and $r^3$ cancel. What remains is $\left(\tfrac54+\tfrac{5r}8\right)g=\tfrac54u$.

The proof takes the same route. An expression `HasDerivAt f c x` says that the derivative of $f$ at the point $x$ exists and is the number $c$. The step `d1` gives $u'$ as a function, which can then be differentiated again, and `d2` gives $u''$ at the point $r$. After that, `generalize` replaces the exponential by a letter `E`, `field_simp` clears the denominators, and `ring` confirms the polynomial identity.

## Gaussian moments from total derivatives

```lean
/-- Every power of the distance times the Gaussian `exp(-r²/4)` is integrable on the
half-line. -/
theorem moment_integrable (n : ℕ) :
    Integrable (fun r : ℝ => r ^ n * exp (-(1 / 4) * r ^ 2)) (volume.restrict (Ioi 0)) := by
  have hn : (-1 : ℝ) < (n : ℝ) := by
    have := Nat.cast_nonneg (α := ℝ) n
    linarith
  have h := integrable_rpow_mul_exp_neg_mul_sq (b := 1 / 4) (by norm_num) hn
  simp only [Real.rpow_natCast] at h
  exact h.integrableOn
```

Every integrand $r^ne^{-r^2/4}$ is integrable on the half-line; `volume.restrict (Ioi 0)` is ordinary length restricted to $(0,\infty)$. Near the origin the integrand is bounded, and at large $r$ the Gaussian beats any power. Mathlib has this result for real exponents above $-1$, and the proof specialises it to natural numbers. It will be needed whenever an integral of a sum is split.

```lean
/-- If a function is differentiable on the whole real line, and it and its derivative are integrable
on the half-line `(0, ∞)`, then the integral of the derivative over the half-line is minus the value
of the function at the origin. -/
theorem integral_total_derivative (f f' : ℝ → ℝ) (hd : ∀ x, HasDerivAt f (f' x) x)
    (hf' : Integrable f' (volume.restrict (Ioi 0)))
    (hf : Integrable f (volume.restrict (Ioi 0))) :
    ∫ r in Ioi (0 : ℝ), f' r = -f 0 := by
  have ht := tendsto_zero_of_hasDerivAt_of_integrableOn_Ioi (fun x _ => hd x) hf' hf
  rw [integral_Ioi_of_hasDerivAt_of_tendsto' (fun x _ => hd x) hf' ht, zero_sub]
```

If $f$ is differentiable everywhere, and $f$ and $f'$ are both integrable on the half-line, then
$$\int_0^\infty f'(r)\,dr=\lim_{r\to\infty}f(r)-f(0)=-f(0).$$
The limit exists because $f'$ is integrable, and it must be zero because $f$ is integrable too. In the proof, `ht` is this vanishing at infinity, and the next line applies the fundamental theorem of calculus.

```lean
/-- The Gaussian `exp(-r²/4)` has derivative `-(r/2) exp(-r²/4)`. -/
theorem hasDerivAt_gaussian (r : ℝ) : HasDerivAt (fun x : ℝ => exp (-(1 / 4) * x ^ 2))
    (-(1 / 2) * (r ^ 1 * exp (-(1 / 4) * r ^ 2))) r := by
  have h2 : HasDerivAt (fun x : ℝ => x ^ 2) (2 * r) r := by
    simpa using hasDerivAt_pow 2 r
  have h : HasDerivAt (fun x : ℝ => -(1 / 4) * x ^ 2) (-(1 / 4) * (2 * r)) r :=
    h2.const_mul _
  exact h.exp.congr_deriv (by ring)
```

This is the chain rule, $\frac{d}{dr}e^{-r^2/4}=-\frac r2e^{-r^2/4}$. The factor $r$ is written `r ^ 1` so that the expression has the form of the integrand of $M_1$.

```lean
/-- The Gaussian moments of order zero and one are `√π` and 2, and the moment of order `n + 2`
is `2(n + 1)` times the moment of order `n`. -/
theorem moment_rules : moment 0 = √π ∧ moment 1 = 2 ∧
    ∀ n : ℕ, moment (n + 2) = 2 * ((n : ℝ) + 1) * moment n := by
  refine ⟨?_, ?_, fun n => ?_⟩
  · unfold moment
    simp only [pow_zero, one_mul]
    rw [integral_gaussian_Ioi, show π / (1 / 4) = 2 ^ 2 * π by ring,
      Real.sqrt_mul (by positivity), Real.sqrt_sq (by norm_num)]
    ring
  · -- integrate the derivative of the Gaussian itself
    have h := integral_total_derivative _ _ hasDerivAt_gaussian
      ((moment_integrable 1).const_mul _) (by simpa using moment_integrable 0)
    have z : exp (-(1 / 4) * (0 : ℝ) ^ 2) = 1 := by simp
    rw [integral_const_mul, z] at h
    unfold moment
    linear_combination (-2) * h
  · -- integrate the derivative of r^(n+1) times the Gaussian
    have hd (r : ℝ) : HasDerivAt (fun x : ℝ => x ^ (n + 1) * exp (-(1 / 4) * x ^ 2))
        (((n : ℝ) + 1) * (r ^ n * exp (-(1 / 4) * r ^ 2))
          - 1 / 2 * (r ^ (n + 2) * exp (-(1 / 4) * r ^ 2))) r := by
      have hp : HasDerivAt (fun x : ℝ => x ^ (n + 1)) (((n : ℝ) + 1) * r ^ n) r := by
        simpa using hasDerivAt_pow (n + 1) r
      exact (hp.fun_mul (hasDerivAt_gaussian r)).congr_deriv (by ring)
    have h1 := (moment_integrable n).const_mul ((n : ℝ) + 1)
    have h2 := (moment_integrable (n + 2)).const_mul (1 / 2)
    have h := integral_total_derivative _ _ hd (h1.sub h2) (moment_integrable (n + 1))
    have z : (0 : ℝ) ^ (n + 1) = 0 := by simp
    rw [integral_sub h1 h2, integral_const_mul, integral_const_mul] at h
    simp only [z, zero_mul, neg_zero] at h
    unfold moment
    linear_combination (-2) * h
```

The theorem joins three statements by `∧`, which means "and":
$$M_0=\sqrt\pi,\qquad M_1=2,\qquad M_{n+2}=2(n+1)M_n\quad\text{for all }n\ge0.$$

The first is the half-line Gaussian integral, $M_0=\tfrac12\sqrt{\pi/(1/4)}=\sqrt\pi$.

For the second, integrate the derivative of $e^{-r^2/4}$. The left side is $-\tfrac12M_1$ and the right side is minus the value at the origin, which gives $-\tfrac12M_1=-1$.

For the third, start from
$$\frac{d}{dr}\left(r^{n+1}e^{-r^2/4}\right)=(n+1)\,r^ne^{-r^2/4}-\tfrac12\,r^{n+2}e^{-r^2/4}.$$
The function in the bracket vanishes at the origin, so integration gives $(n+1)M_n-\tfrac12M_{n+2}=0$.

The three bullets of the proof are these three arguments. In the last two, `h` is the integrated identity, and `linear_combination (-2) * h` multiplies it by $-2$ to obtain the stated form.

## The integrals of $r^2u^2$, $ru^2$ and $r^4u^2$

```lean
/-- The integral of `rⁿ u²` over the half-line is a combination of three Gaussian moments. -/
theorem integral_pow_mul_u_sq (n : ℕ) : ∫ r in Ioi (0 : ℝ), r ^ n * u r ^ 2 =
    moment n + moment (n + 1) + moment (n + 2) / 4 := by
  have e (r : ℝ) : r ^ n * u r ^ 2 = r ^ n * exp (-(1 / 4) * r ^ 2)
      + r ^ (n + 1) * exp (-(1 / 4) * r ^ 2)
      + 1 / 4 * (r ^ (n + 2) * exp (-(1 / 4) * r ^ 2)) := by
    have hE : exp (-(1 / 4) * r ^ 2) = exp (-r ^ 2 / 8) * exp (-r ^ 2 / 8) := by
      rw [← Real.exp_add]
      congr 1
      ring
    rw [hE, u]
    ring
  have h0 := moment_integrable n
  have h1 := moment_integrable (n + 1)
  have h2 := (moment_integrable (n + 2)).const_mul (1 / 4)
  have h01 : Integrable (fun r : ℝ => r ^ n * exp (-(1 / 4) * r ^ 2)
      + r ^ (n + 1) * exp (-(1 / 4) * r ^ 2)) (volume.restrict (Ioi 0)) := h0.add h1
  simp only [e]
  rw [integral_add h01 h2, integral_add h0 h1, integral_const_mul]
  unfold moment
  ring
```

Squaring $u$ gives $u^2=\left(1+r+\tfrac{r^2}4\right)e^{-r^2/4}$. Multiplying by $r^n$ and integrating term by term,
$$\int_0^\infty r^nu^2\,dr=M_n+M_{n+1}+\tfrac14M_{n+2}.$$
In the proof, `e` is the expansion at each $r$, with `hE` recording that the product of two factors $e^{-r^2/8}$ is $e^{-r^2/4}$. The facts `h0`, `h1` and `h2` are the integrability of the three terms, which `integral_add` requires.

```lean
/-- The integrals of `r² u²`, `r u²` and `r⁴ u²` over the half-line are `8 + 5√π`, `4 + 2√π`
and `64 + 42√π`. -/
theorem radial_integrals :
    (∫ r in Ioi (0 : ℝ), r ^ 2 * u r ^ 2) = 8 + 5 * √π ∧
    (∫ r in Ioi (0 : ℝ), r * u r ^ 2) = 4 + 2 * √π ∧
    (∫ r in Ioi (0 : ℝ), r ^ 4 * u r ^ 2) = 64 + 42 * √π := by
  obtain ⟨m0, m1, step⟩ := moment_rules
  have m2 : moment 2 = 2 * √π := (step 0).trans (by rw [m0]; push_cast; ring)
  have m3 : moment 3 = 8 := (step 1).trans (by rw [m1]; push_cast; ring)
  have m4 : moment 4 = 12 * √π := (step 2).trans (by rw [m2]; push_cast; ring)
  have m5 : moment 5 = 64 := (step 3).trans (by rw [m3]; push_cast; ring)
  have m6 : moment 6 = 120 * √π := (step 4).trans (by rw [m4]; push_cast; ring)
  have i2 : (∫ r in Ioi (0 : ℝ), r ^ 2 * u r ^ 2) = moment 2 + moment 3 + moment 4 / 4 :=
    integral_pow_mul_u_sq 2
  have i1 : (∫ r in Ioi (0 : ℝ), r ^ 1 * u r ^ 2) = moment 1 + moment 2 + moment 3 / 4 :=
    integral_pow_mul_u_sq 1
  have i4 : (∫ r in Ioi (0 : ℝ), r ^ 4 * u r ^ 2) = moment 4 + moment 5 + moment 6 / 4 :=
    integral_pow_mul_u_sq 4
  simp only [pow_one] at i1
  refine ⟨?_, ?_, ?_⟩
  · rw [i2, m2, m3, m4]; ring
  · rw [i1, m1, m2, m3]; ring
  · rw [i4, m4, m5, m6]; ring
```

The rules for the moments give, in turn,
$$M_2=2\sqrt\pi,\quad M_3=8,\quad M_4=12\sqrt\pi,\quad M_5=64,\quad M_6=120\sqrt\pi.$$
Inserting them in the previous formula with $n=2$, $n=1$ and $n=4$,
$$\int_0^\infty r^2u^2\,dr=2\sqrt\pi+8+3\sqrt\pi=8+5\sqrt\pi,$$
$$\int_0^\infty ru^2\,dr=2+2\sqrt\pi+2=4+2\sqrt\pi,$$
$$\int_0^\infty r^4u^2\,dr=12\sqrt\pi+64+30\sqrt\pi=64+42\sqrt\pi.$$
The names `m2` to `m6` in the proof are the five moments, and `i2`, `i1` and `i4` are the three expansions.

## Repulsion and mean square distance

```lean
/-- The mean electron repulsion in the state `u` is `(4 + 2√π)/(8 + 5√π)` in atomic units,
and it lies between 0.44 and 0.45. -/
theorem mean_repulsion :
    radialMean (fun r => 1 / r) = (4 + 2 * √π) / (8 + 5 * √π) ∧
    0.44 < radialMean (fun r => 1 / r) ∧ radialMean (fun r => 1 / r) < 0.45 := by
  -- the Coulomb factor lowers the weight r² to r
  have e : (∫ r in Ioi (0 : ℝ), 1 / r * (r ^ 2 * u r ^ 2)) =
      ∫ r in Ioi (0 : ℝ), r * u r ^ 2 := by
    refine setIntegral_congr_fun measurableSet_Ioi (fun r hr => ?_)
    have hr0 : r ≠ 0 := ne_of_gt hr
    show 1 / r * (r ^ 2 * u r ^ 2) = r * u r ^ 2
    field_simp
  have h : radialMean (fun r => 1 / r) = (4 + 2 * √π) / (8 + 5 * √π) := by
    unfold radialMean
    rw [e, radial_integrals.1, radial_integrals.2.1]
  have hs : √π ^ 2 = π := Real.sq_sqrt Real.pi_pos.le
  have h0 : 0 ≤ √π := Real.sqrt_nonneg π
  have lo : 1.6 < √π := by nlinarith [Real.pi_gt_three]
  have hi : √π < 2.4 := by nlinarith [Real.pi_le_four]
  have hpos : 0 < 8 + 5 * √π := by positivity
  refine ⟨h, ?_, ?_⟩
  · rw [h, lt_div_iff₀ hpos]
    linarith
  · rw [h, div_lt_iff₀ hpos]
    linarith
```

The notation `fun r => 1 / r` is the function $r\mapsto1/r$, the Coulomb repulsion in atomic units. The theorem states its mean and two strict bounds:
$$\left\langle\frac1r\right\rangle=\frac{4+2\sqrt\pi}{8+5\sqrt\pi},\qquad 0.44<\left\langle\frac1r\right\rangle<0.45.$$

The Coulomb factor turns the weight $r^2$ into $r$, which is the step `e`. The mean is therefore the second integral above divided by the first, which is `h`.

For the bounds, write $s=\sqrt\pi$ and multiply by the positive denominator $8+5s$. The lower bound becomes $3.52+2.2s<4+2s$, that is, $s<2.4$. The upper bound becomes $4+2s<3.6+2.25s$, that is, $s>1.6$. Both hold, because $1.6^2=2.56<3<\pi$ and $\pi\le4<5.76=2.4^2$. Very rough knowledge of $\pi$ is thus enough to fix the repulsion to within 0.01 hartree.

In the proof, `lo` and `hi` are the two bounds on $\sqrt\pi$. The tactic `nlinarith` finds them from the inequalities for $\pi$ and the identity `hs`, which says $(\sqrt\pi)^2=\pi$. The lemmas `lt_div_iff₀` and `div_lt_iff₀` multiply out the denominator, and `linarith` settles the linear inequalities that remain.

```lean
/-- The mean square distance of the two electrons in the state `u` is
`(64 + 42√π)/(8 + 5√π)` in atomic units. -/
theorem mean_square_distance :
    radialMean (fun r => r ^ 2) = (64 + 42 * √π) / (8 + 5 * √π) := by
  have e : (fun r : ℝ => r ^ 2 * (r ^ 2 * u r ^ 2)) = fun r => r ^ 4 * u r ^ 2 := by
    funext r
    ring
  unfold radialMean
  rw [e, radial_integrals.1, radial_integrals.2.2]

end

end HookeAtom
```

The same definition of the mean, applied to $r^2$, gives the mean square distance between the electrons:
$$\langle r^2\rangle=\frac{\int_0^\infty r^4u^2\,dr}{\int_0^\infty r^2u^2\,dr}=\frac{64+42\sqrt\pi}{8+5\sqrt\pi}.$$
This is about 8.21 in units of the squared Bohr radius. The proof merges $r^2\cdot r^2$ into $r^4$ and inserts the two integrals. In a test of a program on this one trapped pair, $\langle r^2\rangle$ probes the wavefunction at large separations, whereas $\langle1/r\rangle$ gives more weight to small ones.

```lean
#print axioms HookeAtom.schrodinger_equation
-- 'HookeAtom.schrodinger_equation' depends on axioms: [propext, Classical.choice, Quot.sound]
#print axioms HookeAtom.mean_repulsion
-- 'HookeAtom.mean_repulsion' depends on axioms: [propext, Classical.choice, Quot.sound]
#print axioms HookeAtom.mean_square_distance
-- 'HookeAtom.mean_square_distance' depends on axioms: [propext, Classical.choice, Quot.sound]
```
